# Exact exchange from two k-meshes: cancelling a cubic error with a fifth-order remainder

## Do the weights 8/7 and −1/7 remove the cubic mesh error?

Suppose the exact-exchange energy per cell, computed with k-mesh spacing $h$, is $E(h)=E_0+ch^3$. Doubling the spacing gives $E(2h)=E_0+8ch^3$, so $8E(h)-E(2h)=7E_0$, and two meshes give the converged value $E_0$.

My energies also have a remainder, which I take to satisfy $|E(h)-E_0-ch^3|\le Kh^5$ for all $h>0$. I believe that then
$$\left|\frac{8E(h)-E(2h)}7-E_0\right|\le\frac{40}{7}Kh^5,$$
and that $8/7$ and $-1/7$ are the only weights with sum one that cancel every cubic term. Can this be made rigorous and machine-checked?

## Only the two remainders survive

Yes, on both counts. Write $R(h)=E(h)-E_0-ch^3$. The constant and cubic terms combine as in your example, leaving
$$\frac{8E(h)-E(2h)}7-E_0=\frac{8R(h)-R(2h)}7.$$
Since $|R(h)|\le Kh^5$ and $|R(2h)|\le 32Kh^5$, the error is at most $(8+32)Kh^5/7$.

For weights $a+b=1$, the cubic terms add up to $(a+8b)ch^3$. This vanishes for every $c$ and $h>0$ exactly when $a+8b=0$. Subtracting the two conditions gives $7b=-1$, hence $b=-1/7$ and $a=8/7$.

The same steps work for a mesh ratio $r>1$, leading order $p\ge1$ and remainder $|R(h)|\le Kh^q$, where now $R(h)=E(h)-E_0-ch^p$. The extrapolated energy is $(r^pE(h)-E(rh))/(r^p-1)$, with error at most
$$\frac{r^p+r^q}{r^p-1}Kh^q.$$
For $K\ge0$ this bound is sharp: if $R(h)=Kh^q$ and $R(rh)=-K(rh)^q$, the two remainders add and the bound is attained.

Uniqueness also holds for a single energy, provided $c\ne0$ and $p<q$. For weights with sum one,
$$aE(h)+bE(rh)-E_0=c(a+br^p)h^p+aR(h)+bR(rh).$$
If the left side is bounded by $Mh^q$ for all $h>0$, then $|c(a+br^p)|h^p\le Nh^q$ with $N=M+|a|K+|b|Kr^q$. Dividing by $h^p$ and letting $h\to0$ gives $a+br^p=0$, so $a=r^p/(r^p-1)$ and $b=-1/(r^p-1)$.

In your case, $p=3$ and $q=5$, the same two energies also estimate the cubic coefficient:
$$\frac{E(2h)-E(h)}{7h^3}-c=\frac{R(2h)-R(h)}{7h^3},$$
which is at most $(32+1)Kh^2/7=(33/7)Kh^2$ in absolute value.

## What the expansion assumes about the crystal

In Lean, `E : ℝ → ℝ` is the energy as a function of spacing, and `HasMeshExpansion E E0 c K p q` is the remainder bound for every `h > 0`. Your case is `p = 3`, `q = 5`. The function `extrapolated r p E h` combines the meshes with spacings `h` and `r * h`.

The expansion is assumed, not derived from the Coulomb singularity. In three dimensions $h^3$ scales as the inverse number of k-points. A cubic leading error is the behaviour expected for a gapped crystal once a Madelung correction has removed the singular term's slower, linear error; $K$ limits everything of higher order. Real meshes have discrete spacings, whereas the hypothesis covers all positive ones. If the unscreened exchange energy in a hybrid-functional calculation has this expansion, the result bounds the error of its two-mesh extrapolation in terms of $K$, which the two energies alone do not determine.

```lean
import Mathlib

namespace ExchangeMeshExtrapolation

noncomputable section

/-- The energy `E`, as a function of the k-mesh spacing `h`, equals `E0 + c h^p` up to an error
of at most `K h^q`. -/
def HasMeshExpansion (E : ℝ → ℝ) (E0 c K : ℝ) (p q : ℕ) : Prop :=
  ∀ h : ℝ, 0 < h → |E h - E0 - c * h ^ p| ≤ K * h ^ q

/-- The energy extrapolated from two k-meshes with spacings `h` and `r h`, for a leading
finite-mesh error of order `p`. -/
def extrapolated (r : ℝ) (p : ℕ) (E : ℝ → ℝ) (h : ℝ) : ℝ :=
  (r ^ p * E h - E (r * h)) / (r ^ p - 1)

/-- If `E` has the assumed expansion with `p ≠ 0`, then for any mesh ratio `r > 1` the extrapolated
energy differs from `E0` by at most `(r^p + r^q)/(r^p - 1) K h^q`. -/
theorem extrapolated_error {E : ℝ → ℝ} {E0 c K r h : ℝ} {p q : ℕ}
    (H : HasMeshExpansion E E0 c K p q) (hr : 1 < r) (hp : p ≠ 0) (hh : 0 < h) :
    |extrapolated r p E h - E0| ≤ (r ^ p + r ^ q) / (r ^ p - 1) * K * h ^ q := by
  have hA : 1 < r ^ p := one_lt_pow₀ hr hp
  have hpos : 0 < r ^ p - 1 := by linarith
  have hA0 : 0 ≤ r ^ p := by linarith
  have hrh : 0 < r * h := mul_pos (by linarith) hh
  -- the terms of order `p` cancel, and only the two remainders survive
  have key : extrapolated r p E h - E0 =
      (r ^ p * (E h - E0 - c * h ^ p) - (E (r * h) - E0 - c * (r * h) ^ p)) / (r ^ p - 1) := by
    unfold extrapolated
    rw [eq_div_iff hpos.ne', sub_mul, div_mul_cancel₀ _ hpos.ne']
    ring
  have e : (r ^ p + r ^ q) / (r ^ p - 1) * K * h ^ q =
      (r ^ p * (K * h ^ q) + K * (r * h) ^ q) / (r ^ p - 1) := by ring
  have u := abs_le.mp (H h hh)
  have v := abs_le.mp (H (r * h) hrh)
  have u1 := mul_le_mul_of_nonneg_left u.1 hA0
  have u2 := mul_le_mul_of_nonneg_left u.2 hA0
  rw [key, e, abs_div, abs_of_pos hpos]
  refine div_le_div_of_nonneg_right ?_ hpos.le
  rw [abs_le]
  constructor <;> linarith [v.1, v.2]

/-- If the exchange energy has a cubic finite-mesh error with a remainder of at most `K h^5`, then
`(8 E(h) - E(2h))/7` differs from `E0` by at most `(40/7) K h^5`. -/
theorem exchange_extrapolation {E : ℝ → ℝ} {E0 c K h : ℝ}
    (H : HasMeshExpansion E E0 c K 3 5) (hh : 0 < h) :
    |(8 * E h - E (2 * h)) / 7 - E0| ≤ 40 / 7 * K * h ^ 5 := by
  have main := extrapolated_error H (r := 2) (by norm_num) (by norm_num) hh
  have e1 : extrapolated 2 3 E h = (8 * E h - E (2 * h)) / 7 := by
    unfold extrapolated
    norm_num
  have e2 : ((2 : ℝ) ^ 3 + 2 ^ 5) / (2 ^ 3 - 1) = 40 / 7 := by norm_num
  rwa [e1, e2] at main

/-- The error bound is sharp: at any given spacing `h`, some energy with the assumed expansion has
an extrapolation error equal to the bound. -/
theorem extrapolated_error_sharp (E0 c : ℝ) {K r h : ℝ} {p : ℕ} (q : ℕ)
    (hK : 0 ≤ K) (hr : 1 < r) (hp : p ≠ 0) (hh : 0 < h) :
    ∃ E : ℝ → ℝ, HasMeshExpansion E E0 c K p q ∧
      extrapolated r p E h - E0 = (r ^ p + r ^ q) / (r ^ p - 1) * K * h ^ q := by
  have hA : 1 < r ^ p := one_lt_pow₀ hr hp
  have hne : r ^ p - 1 ≠ 0 := by linarith
  have hlt : ¬ r * h ≤ h := by nlinarith
  -- the remainder changes sign between the fine and the coarse mesh
  refine ⟨fun x => E0 + c * x ^ p + (if x ≤ h then K * x ^ q else -(K * x ^ q)), ?_, ?_⟩
  · intro x hx
    have hx0 : 0 ≤ K * x ^ q := mul_nonneg hK (pow_pos hx q).le
    dsimp only
    rw [abs_le]
    split_ifs <;> constructor <;> linarith
  · have e : (r ^ p + r ^ q) / (r ^ p - 1) * K * h ^ q =
        ((r ^ p + r ^ q) * K * h ^ q) / (r ^ p - 1) := by ring
    unfold extrapolated
    simp only [le_refl, if_true, hlt, if_false]
    rw [e, eq_div_iff hne, sub_mul, div_mul_cancel₀ _ hne]
    ring

/-- Two weights with sum one cancel every cubic term on meshes of spacing `h` and `2h` exactly
when they are `8/7` and `-1/7`. -/
theorem cubic_cancellation_iff {a b : ℝ} (hab : a + b = 1) :
    (∀ c h : ℝ, 0 < h → a * (c * h ^ 3) + b * (c * (2 * h) ^ 3) = 0) ↔
      a = 8 / 7 ∧ b = -1 / 7 := by
  constructor
  · intro H
    have h1 := H 1 1 one_pos
    norm_num at h1
    constructor <;> linarith
  · rintro ⟨rfl, rfl⟩ c h _
    ring

/-- A term `s h^p` that is bounded by `N h^q` with `q > p` at all mesh spacings has `s = 0`. -/
theorem coefficient_eq_zero {s N : ℝ} {p q : ℕ} (hpq : p < q)
    (H : ∀ h : ℝ, 0 < h → |s| * h ^ p ≤ N * h ^ q) : s = 0 := by
  by_contra hs0
  have hs : 0 < |s| := abs_pos.mpr hs0
  have hN := abs_nonneg N
  have hD : 0 < |s| + |N| + 1 := by linarith
  -- a mesh fine enough for the lower order to win
  obtain ⟨h, h0, h1, h2⟩ : ∃ h : ℝ, 0 < h ∧ h ≤ 1 ∧ |N| * h < |s| := by
    refine ⟨|s| / (|s| + |N| + 1), div_pos hs hD, ?_, ?_⟩
    · rw [div_le_one hD]
      linarith
    · rw [← mul_div_assoc, div_lt_iff₀ hD]
      nlinarith [mul_pos hs hs]
  have hq : h ^ q ≤ h ^ (p + 1) := pow_le_pow_of_le_one h0.le h1 hpq
  have a1 : N * h ^ q ≤ |N| * h ^ (p + 1) :=
    (mul_le_mul_of_nonneg_right (le_abs_self N) (pow_pos h0 q).le).trans
      (mul_le_mul_of_nonneg_left hq hN)
  have a2 : (|N| * h) * h ^ p < |s| * h ^ p := mul_lt_mul_of_pos_right h2 (pow_pos h0 p)
  have a3 : |N| * h ^ (p + 1) = (|N| * h) * h ^ p := by ring
  linarith [H h h0]

/-- For a single energy with `c ≠ 0`, `r > 1` and `0 < p < q`, weights with sum one give an error of
order `h^q` exactly when they are `r^p/(r^p - 1)` and `-1/(r^p - 1)`. -/
theorem high_order_iff_weights {E : ℝ → ℝ} {E0 c K r a b : ℝ} {p q : ℕ}
    (H : HasMeshExpansion E E0 c K p q) (hc : c ≠ 0) (hr : 1 < r) (hp : p ≠ 0) (hpq : p < q)
    (hab : a + b = 1) :
    (∃ M : ℝ, ∀ h : ℝ, 0 < h → |a * E h + b * E (r * h) - E0| ≤ M * h ^ q) ↔
      a = r ^ p / (r ^ p - 1) ∧ b = -1 / (r ^ p - 1) := by
  have hA : 1 < r ^ p := one_lt_pow₀ hr hp
  have hne : r ^ p - 1 ≠ 0 := by linarith
  constructor
  · rintro ⟨M, hM⟩
    -- the surviving term of order `p` is bounded by order `q`, so it vanishes
    have hs : c * (a + b * r ^ p) = 0 := by
      refine coefficient_eq_zero (N := M + |a| * K + |b| * K * r ^ q) hpq fun h h0 => ?_
      have hrh : 0 < r * h := mul_pos (by linarith) h0
      have t : c * (a + b * r ^ p) * h ^ p = (a * E h + b * E (r * h) - E0)
          - a * (E h - E0 - c * h ^ p) - b * (E (r * h) - E0 - c * (r * h) ^ p) := by
        linear_combination (-E0) * hab
      have u : |a * (E h - E0 - c * h ^ p)| ≤ |a| * (K * h ^ q) := by
        rw [abs_mul]
        exact mul_le_mul_of_nonneg_left (H h h0) (abs_nonneg a)
      have v : |b * (E (r * h) - E0 - c * (r * h) ^ p)| ≤ |b| * (K * (r * h) ^ q) := by
        rw [abs_mul]
        exact mul_le_mul_of_nonneg_left (H (r * h) hrh) (abs_nonneg b)
      have e : |c * (a + b * r ^ p)| * h ^ p = |c * (a + b * r ^ p) * h ^ p| := by
        rw [abs_mul _ (h ^ p), abs_of_pos (pow_pos h0 p)]
      have w := abs_le.mp (hM h h0)
      have u' := abs_le.mp u
      have v' := abs_le.mp v
      have hN : (M + |a| * K + |b| * K * r ^ q) * h ^ q =
          M * h ^ q + |a| * (K * h ^ q) + |b| * (K * (r * h) ^ q) := by ring
      rw [e, t, hN, abs_le]
      constructor <;> linarith [w.1, w.2, u'.1, u'.2, v'.1, v'.2]
    have z : a + b * r ^ p = 0 := (mul_eq_zero.mp hs).resolve_left hc
    constructor
    · rw [eq_div_iff hne]
      linear_combination r ^ p * hab - z
    · rw [eq_div_iff hne]
      linear_combination z - hab
  · rintro ⟨ha, hb⟩
    refine ⟨(r ^ p + r ^ q) / (r ^ p - 1) * K, fun h h0 => ?_⟩
    have e : a * E h + b * E (r * h) = extrapolated r p E h := by
      rw [ha, hb]
      unfold extrapolated
      ring
    rw [e]
    exact extrapolated_error H hr hp h0

/-- If the exchange energy has a cubic finite-mesh error with a remainder of at most `K h^5`, then
the energies at spacings `h` and `2h` give the coefficient `c` of the cubic error to within `(33/7)
K h^2`. -/
theorem cubic_coefficient_estimate {E : ℝ → ℝ} {E0 c K h : ℝ}
    (H : HasMeshExpansion E E0 c K 3 5) (hh : 0 < h) :
    |(E (2 * h) - E h) / (7 * h ^ 3) - c| ≤ 33 / 7 * K * h ^ 2 := by
  have hpos : 0 < 7 * h ^ 3 := by positivity
  have key : (E (2 * h) - E h) / (7 * h ^ 3) - c =
      ((E (2 * h) - E0 - c * (2 * h) ^ 3) - (E h - E0 - c * h ^ 3)) / (7 * h ^ 3) := by
    rw [eq_div_iff hpos.ne', sub_mul, div_mul_cancel₀ _ hpos.ne']
    ring
  have u := abs_le.mp (H h hh)
  have v := abs_le.mp (H (2 * h) (by linarith))
  rw [key, abs_div, abs_of_pos hpos, div_le_iff₀ hpos, abs_le]
  constructor <;> linarith [u.1, u.2, v.1, v.2]

end

end ExchangeMeshExtrapolation
```

```lean
#print axioms ExchangeMeshExtrapolation.extrapolated_error_sharp
#print axioms ExchangeMeshExtrapolation.cubic_cancellation_iff
#print axioms ExchangeMeshExtrapolation.high_order_iff_weights
#print axioms ExchangeMeshExtrapolation.cubic_coefficient_estimate
```

```
'ExchangeMeshExtrapolation.extrapolated_error_sharp' depends on axioms: [propext, Classical.choice, Quot.sound]
'ExchangeMeshExtrapolation.cubic_cancellation_iff' depends on axioms: [propext, Classical.choice, Quot.sound]
'ExchangeMeshExtrapolation.high_order_iff_weights' depends on axioms: [propext, Classical.choice, Quot.sound]
'ExchangeMeshExtrapolation.cubic_coefficient_estimate' depends on axioms: [propext, Classical.choice, Quot.sound]
```

## How the Lean proofs follow the algebra

In `extrapolated_error`, the identity `key` rewrites the error in terms of the two remainders. The hypothesis is applied at `h` and `r * h`, and `linarith` combines the resulting inequalities. `exchange_extrapolation` sets `r = 2` and evaluates the constant. `extrapolated_error_sharp` builds an energy whose remainder switches sign just above `h`.

`cubic_cancellation_iff` needs only `c = 1`, `h = 1` to determine the weights; `ring` proves the converse. `coefficient_eq_zero` replaces the limit $h\to0$ by an explicit choice: if $s\ne0$, the spacing $h=|s|/(|s|+|N|+1)$ satisfies $h\le1$ and $|N|h<|s|$, which together contradict the assumed bound. `high_order_iff_weights` applies this lemma to $s=c(a+br^p)$ and solves the two linear equations; its converse is `extrapolated_error`. Finally, `cubic_coefficient_estimate` subtracts the two remainders and divides by $7h^3$.
